# Relaxing internal displacements never stiffens a harmonic crystal with positive definite force constants

## Energy, coupling and conventions

Let e be the vector of homogeneous strain components of a crystal, for instance the six Voigt components, and let u be the vector of internal displacements, the shifts of atoms within the cell beyond those that the strain itself imposes. Measured from a reference state without stress or internal forces, the energy to second order is

E(e,u) = ½ eᵀCe + uᵀLe + ½ uᵀKu.

C is the clamped stiffness, which governs the response when u is held at zero. K is the matrix of force constants for the internal displacements. L couples the two: its entry L_ij links displacement i to strain j, so L is in general rectangular. The force on the internal coordinates is −∂E/∂u = −(Le + Ku) for symmetric K, and at u = 0 a strain e therefore produces the force −Le. All matrices are real, and cell-volume factors are absorbed into them.

A square matrix A is called stable here if xᵀAx > 0 for every x ≠ 0. Symmetry is stated separately. Stability of K means that every internal displacement costs energy at zero strain. Since a rigid translation of all atoms costs none, u must be chosen with such translations removed.

## The relaxed stiffness by completing the square

Let K be symmetric and stable, and define

u₀ = −K⁻¹Le,  C_rel = C − LᵀK⁻¹L.

For each strain e, u₀ is the unique minimizer of E(e,u) over u, and the minimum is ½ eᵀC_rel e. Moreover eᵀC_rel e ≤ eᵀCe for every e, and C_rel = C exactly when L = 0. Finally, E is positive for all (e,u) ≠ (0,0) exactly when C_rel is stable.

**The inverse.** If Kv = 0 for some v ≠ 0, then vᵀKv = 0, which contradicts stability. So K is invertible. For x ≠ 0 put y = K⁻¹x. Then y ≠ 0, because Ky = x, and

xᵀK⁻¹x = (Ky)ᵀy = yᵀKy > 0.

So K⁻¹ is stable too.

**The square.** Put w = K⁻¹Le, so that Kw = Le and u − u₀ = u + w. Expanding gives

(u + w)ᵀK(u + w) = uᵀKu + uᵀKw + wᵀKu + wᵀKw.

The second term is uᵀLe. By symmetry of K the third is (Kw)ᵀu = uᵀLe as well. The last is wᵀLe = (Le)ᵀK⁻¹(Le). Halving and rearranging,

uᵀLe + ½ uᵀKu = ½ (u − u₀)ᵀK(u − u₀) − ½ (Le)ᵀK⁻¹(Le).

Since (Le)ᵀK⁻¹(Le) = eᵀLᵀK⁻¹Le, adding ½ eᵀCe yields

E(e,u) = ½ eᵀC_rel e + ½ (u − u₀)ᵀK(u − u₀).

The last term vanishes at u = u₀ and is positive for every other u, which proves the statement about the minimizer.

**Softening.** The two quadratic forms differ by

eᵀCe − eᵀC_rel e = (Le)ᵀK⁻¹(Le).

The right side is zero if Le = 0 and positive otherwise. If C_rel = C, the difference vanishes for every e, so Le = 0 for every e. Taking e to be the unit strain j shows that column j of L is zero, hence L = 0. The converse is immediate.

**Stability.** Suppose that E is positive away from the origin. For e ≠ 0, evaluating it at (e,u₀) gives ½ eᵀC_rel e > 0. Conversely, let C_rel be stable. If e ≠ 0, then E(e,u) ≥ ½ eᵀC_rel e > 0. If e = 0 and u ≠ 0, then E = ½ uᵀKu > 0. When K is only known to be symmetric, evaluating E at e = 0 shows that positivity of E forces K to be stable, so the criterion becomes stability of both K and C_rel.

Stability of C and K alone does not suffice. With one strain, one displacement, C = K = 1 and L = 2,

E(1,−2) = ½ − 4 + 2 = −3/2,

in agreement with C_rel = 1 − 4 = −3.

In electronic-structure calculations this is the relation between clamped-ion and relaxed-ion elastic constants, within a harmonic model of uniform strain and cell-periodic displacements. A diagonal elastic constant cannot rise on relaxation, whereas an off-diagonal one may move either way.

The same argument with the roles of e and u exchanged describes a cell that is free to deform. If C is symmetric and stable, the strain that minimizes E at fixed u is −C⁻¹Lᵀu, and K is replaced by K − LC⁻¹Lᵀ, whose quadratic form never exceeds that of K. The Lean development below treats only relaxation of u at fixed e.

## The energy and the relaxed quantities in Lean

The types `m` and `n` index the strain components and the internal displacements. They are arbitrary finite types, so no crystal structure or dimension is built in.

```lean
import Mathlib

open Matrix

namespace InternalStrainRelaxation

noncomputable section

variable {m n : Type*} [Fintype m] [Fintype n] [DecidableEq n]
```

Stability is a condition on the quadratic form alone. In the notation, `*ᵥ` applies a matrix to a vector and `⬝ᵥ` is the dot product.

```lean
/-- A matrix of elastic or force constants is stable when its quadratic form is positive
on every nonzero vector. -/
def Stable {k : Type*} [Fintype k] (A : Matrix k k ℝ) : Prop :=
  ∀ x : k → ℝ, x ≠ 0 → 0 < x ⬝ᵥ A *ᵥ x
```

The energy is the expression given at the start, with `L` having rows indexed by displacements and columns by strains. There are no linear or anharmonic terms, and displacements that vary from cell to cell are absent, so finite-wavelength phonon instabilities lie beyond the model.

```lean
/-- Harmonic energy of a crystal with strain `e` and internal displacements `u`: clamped
stiffness `C`, strain-displacement coupling `L`, force constants `K`. -/
def energy {m n : Type*} [Fintype m] [Fintype n] (C : Matrix m m ℝ) (L : Matrix n m ℝ)
    (K : Matrix n n ℝ) (e : m → ℝ) (u : n → ℝ) : ℝ :=
  (e ⬝ᵥ C *ᵥ e) / 2 + u ⬝ᵥ L *ᵥ e + (u ⬝ᵥ K *ᵥ u) / 2
```

The next two definitions are u₀ and C_rel.

```lean
/-- The vector `-K⁻¹ L e`; for symmetric stable `K` these are the internal displacements induced by
the strain `e`. -/
def relaxedShift (L : Matrix n m ℝ) (K : Matrix n n ℝ) (e : m → ℝ) : n → ℝ :=
  -(K⁻¹ *ᵥ (L *ᵥ e))

/-- The matrix `C - Lᵀ K⁻¹ L`; for symmetric stable `K` it is the relaxed-ion stiffness. -/
def relaxedStiffness (C : Matrix m m ℝ) (L : Matrix n m ℝ) (K : Matrix n n ℝ) :
    Matrix m m ℝ :=
  C - Lᵀ * K⁻¹ * L
```

## Force balance and the stability of K⁻¹

The first lemma says that K(K⁻¹x) = x for stable K. Its proof supposes that the determinant is zero, obtains a nonzero vector `v` with Kv = 0, and contradicts the positivity of the quadratic form at `v`.

```lean
/-- For stable `K` and every vector `x`, the vector `K⁻¹ x` satisfies `K (K⁻¹ x) = x`. For symmetric
`K` it is the displacement whose restoring force balances an applied force `x`. -/
theorem force_balance {K : Matrix n n ℝ} (hK : Stable K) (x : n → ℝ) :
    K *ᵥ (K⁻¹ *ᵥ x) = x := by
  -- a singular matrix would have a nonzero displacement of zero energy
  have hdet : IsUnit K.det := by
    rw [isUnit_iff_ne_zero]
    intro h
    obtain ⟨v, hv, hv0⟩ := Matrix.exists_mulVec_eq_zero_iff.2 h
    have hpos := hK v hv
    rw [hv0, dotProduct_zero] at hpos
    exact lt_irrefl _ hpos
  rw [Matrix.mulVec_mulVec, Matrix.mul_nonsing_inv _ hdet, Matrix.one_mulVec]
```

Stability of K⁻¹ follows by applying `hK` to K⁻¹x, as in the derivation by hand. Symmetry of K is not used in either lemma.

```lean
/-- The compliance matrix `K⁻¹` of stable force constants is itself stable. -/
theorem stable_inv {K : Matrix n n ℝ} (hK : Stable K) : Stable K⁻¹ := by
  intro x hx
  have h := force_balance hK x
  have hw : K⁻¹ *ᵥ x ≠ 0 := by
    intro h0
    rw [h0, Matrix.mulVec_zero] at h
    exact hx h.symm
  have hpos := hK _ hw
  rw [h, dotProduct_comm] at hpos
  exact hpos
```

## The quadratic form and symmetry of the relaxed stiffness

The first of these identities moves Lᵀ across the dot product and turns eᵀLᵀK⁻¹Le into (Le)ᵀK⁻¹(Le).

```lean
/-- The quadratic form of `relaxedStiffness C L K` at `e` is that of `C` minus `(L e)ᵀ K⁻¹ (L e)`.
-/
theorem relaxedStiffness_form (C : Matrix m m ℝ) (L : Matrix n m ℝ) (K : Matrix n n ℝ)
    (e : m → ℝ) :
    e ⬝ᵥ relaxedStiffness C L K *ᵥ e
      = e ⬝ᵥ C *ᵥ e - (L *ᵥ e) ⬝ᵥ K⁻¹ *ᵥ (L *ᵥ e) := by
  unfold relaxedStiffness
  rw [Matrix.sub_mulVec, dotProduct_sub, Matrix.mul_assoc, ← Matrix.mulVec_mulVec,
    ← Matrix.mulVec_mulVec, Matrix.dotProduct_mulVec e Lᵀ, Matrix.vecMul_transpose]
```

Symmetry of C enters only here, where it ensures that the relaxed stiffness is again a symmetric matrix. The other theorems hold for any square C.

```lean
omit [Fintype m] in
/-- For symmetric `C` and `K` the relaxed stiffness is symmetric. -/
theorem relaxedStiffness_isSymm {C : Matrix m m ℝ} (L : Matrix n m ℝ) {K : Matrix n n ℝ}
    (hC : C.IsSymm) (hS : K.IsSymm) : (relaxedStiffness C L K).IsSymm := by
  unfold relaxedStiffness Matrix.IsSymm
  rw [Matrix.transpose_sub, Matrix.transpose_mul, Matrix.transpose_mul,
    Matrix.transpose_transpose, Matrix.transpose_nonsing_inv, hS.eq, hC.eq, Matrix.mul_assoc]
```

## The completed square and its unique minimum

The theorem `energy_eq` is the completed square. After `generalize`, the vector K⁻¹Le is simply called `w`, and what remains known about it is `hKw`, the relation Kw = Le. The step `h1` is the identity wᵀKu = uᵀLe and is where symmetry of K is used. The `simp only` call expands the square, and `linear_combination` collects the terms.

```lean
/-- For symmetric stable `K` the energy is the relaxed elastic energy plus the harmonic
energy of the deviation from the relaxed displacements. -/
theorem energy_eq (C : Matrix m m ℝ) (L : Matrix n m ℝ) {K : Matrix n n ℝ}
    (hS : K.IsSymm) (hK : Stable K) (e : m → ℝ) (u : n → ℝ) :
    energy C L K e u = (e ⬝ᵥ relaxedStiffness C L K *ᵥ e) / 2
      + ((u - relaxedShift L K e) ⬝ᵥ K *ᵥ (u - relaxedShift L K e)) / 2 := by
  rw [relaxedStiffness_form]
  unfold energy relaxedShift
  have hKw := force_balance hK (L *ᵥ e)
  generalize K⁻¹ *ᵥ (L *ᵥ e) = w at hKw ⊢
  -- symmetry of the force constants merges the two cross terms
  have h1 : w ⬝ᵥ K *ᵥ u = u ⬝ᵥ L *ᵥ e := by
    rw [← hKw, Matrix.dotProduct_mulVec, ← Matrix.mulVec_transpose, hS.eq, dotProduct_comm]
  have h2 : w ⬝ᵥ L *ᵥ e = (L *ᵥ e) ⬝ᵥ w := dotProduct_comm _ _
  simp only [sub_neg_eq_add, Matrix.mulVec_add, dotProduct_add, add_dotProduct, hKw]
  linear_combination (-1 / 2 : ℝ) * h1 - (1 / 2 : ℝ) * h2
```

The minimum value comes from setting u = u₀ in that identity. For any other u the deviation u − u₀ is nonzero, so `hK` makes its energy positive. The strict inequality in the statement expresses both minimality and uniqueness.

```lean
/-- Internal strain relaxation: for symmetric stable `K`, the displacements `-K⁻¹ L e` are
the unique minimizer of the energy at strain `e`, and the minimum is the elastic energy of
the relaxed stiffness. -/
theorem relaxation (C : Matrix m m ℝ) (L : Matrix n m ℝ) {K : Matrix n n ℝ}
    (hS : K.IsSymm) (hK : Stable K) (e : m → ℝ) :
    energy C L K e (relaxedShift L K e) = (e ⬝ᵥ relaxedStiffness C L K *ᵥ e) / 2 ∧
    ∀ u, u ≠ relaxedShift L K e →
      energy C L K e (relaxedShift L K e) < energy C L K e u := by
  have h0 : energy C L K e (relaxedShift L K e)
      = (e ⬝ᵥ relaxedStiffness C L K *ᵥ e) / 2 := by
    rw [energy_eq C L hS hK, sub_self, Matrix.mulVec_zero, dotProduct_zero, zero_div, add_zero]
  refine ⟨h0, fun u hu => ?_⟩
  rw [h0, energy_eq C L hS hK e u]
  linarith [hK _ (sub_ne_zero.2 hu)]
```

## Softening, and when it vanishes

The comparison of C_rel with C is stated strain by strain, as an inequality between quadratic forms. Equality for a particular strain holds exactly when that strain exerts no internal force. The proof splits on whether Le = 0 and uses `stable_inv` when it is not.

```lean
/-- For stable `K`, the quadratic form of `relaxedStiffness C L K` at a strain `e` never exceeds
that of `C`, and the two are equal exactly when `e` exerts no internal forces, `L e = 0`. -/
theorem softening (C : Matrix m m ℝ) (L : Matrix n m ℝ) {K : Matrix n n ℝ}
    (hK : Stable K) (e : m → ℝ) :
    e ⬝ᵥ relaxedStiffness C L K *ᵥ e ≤ e ⬝ᵥ C *ᵥ e ∧
    (e ⬝ᵥ relaxedStiffness C L K *ᵥ e = e ⬝ᵥ C *ᵥ e ↔ L *ᵥ e = 0) := by
  rw [relaxedStiffness_form]
  by_cases h : L *ᵥ e = 0
  · simp [h]
  · have hpos := stable_inv hK _ h
    exact ⟨by linarith, fun h' => by exfalso; linarith, fun h' => absurd h' h⟩
```

For the matrices as a whole, the equality case is applied to the unit strain `Pi.single j 1`. Component `i` of the resulting equation Le = 0 is the entry L_ij, so every entry of L vanishes.

```lean
/-- For stable `K`, the relaxed and clamped stiffness matrices coincide exactly when strain
and internal displacements are uncoupled. -/
theorem relaxedStiffness_eq_iff (C : Matrix m m ℝ) (L : Matrix n m ℝ) {K : Matrix n n ℝ}
    (hK : Stable K) : relaxedStiffness C L K = C ↔ L = 0 := by
  classical
  constructor
  · intro h
    ext i j
    -- test the equality case on the unit strain `j`
    have hj := congrFun ((softening C L hK (Pi.single j 1)).2.1 (by rw [h])) i
    simp only [Matrix.mulVec, dotProduct, Pi.single_apply, mul_ite, mul_one, mul_zero,
      Finset.sum_ite_eq', Finset.mem_univ, if_true] at hj
    simpa using hj
  · rintro rfl
    simp [relaxedStiffness]
```

## Stability of the coupled crystal

The criterion assumes only that K is symmetric. The left side says that E is positive whenever the strain or the displacement is nonzero. The right side requires both `Stable K` and stability of the relaxed stiffness; the first condition also ensures that the K⁻¹ in the second is a genuine inverse. If K is already known to be stable, the statement reduces to the equivalence between positivity of E and stability of C_rel.

In the forward direction the proof evaluates E at zero strain, through `hzero`, and then at the relaxed displacements. In the reverse direction it separates e = 0 from e ≠ 0, and for nonzero strain it compares E with its minimum value from `relaxation`.

```lean
/-- Stability criterion: for symmetric `K`, the energy is positive for every nonzero
combination of strain and internal displacements exactly when both the force constants and
the relaxed stiffness are stable. -/
theorem energy_pos_iff (C : Matrix m m ℝ) (L : Matrix n m ℝ) {K : Matrix n n ℝ}
    (hS : K.IsSymm) :
    (∀ e u, e ≠ 0 ∨ u ≠ 0 → 0 < energy C L K e u) ↔
      Stable K ∧ Stable (relaxedStiffness C L K) := by
  have hzero : ∀ u, energy C L K 0 u = (u ⬝ᵥ K *ᵥ u) / 2 := fun u => by simp [energy]
  constructor
  · intro h
    have hK : Stable K := fun u hu => by
      have hpos := h 0 u (Or.inr hu)
      rw [hzero] at hpos
      linarith
    refine ⟨hK, fun e he => ?_⟩
    have hpos := h e (relaxedShift L K e) (Or.inl he)
    rw [(relaxation C L hS hK e).1] at hpos
    linarith
  · rintro ⟨hK, hR⟩ e u heu
    by_cases he : e = 0
    · subst he
      have hu : u ≠ 0 := heu.resolve_left (fun h => h rfl)
      rw [hzero]
      linarith [hK u hu]
    · -- at nonzero strain the energy is at least its relaxed value
      obtain ⟨h0, hmin⟩ := relaxation C L hS hK e
      have hpos := hR e he
      rcases eq_or_ne u (relaxedShift L K e) with hu | hu
      · rw [hu, h0]
        linarith
      · linarith [hmin u hu]
```

The last theorem records the one-dimensional example. Since C and K are the same 1×1 matrix, a single stability statement covers both, and the second part evaluates the energy at strain 1 and displacement −2.

```lean
/-- Clamped stability is not enough: with `C = K = 1` and `L = 2` the clamped stiffness and
the force constant are stable, yet strain `1` with displacement `-2` has energy `-3/2`. -/
theorem clamped_stability_insufficient :
    Stable !![(1 : ℝ)] ∧ energy !![(1 : ℝ)] !![2] !![1] ![1] ![-2] = -3 / 2 := by
  constructor
  · intro x hx
    have h0 : x 0 ≠ 0 := fun h => hx (by
      ext i
      fin_cases i
      simpa using h)
    have h1 : x ⬝ᵥ !![(1 : ℝ)] *ᵥ x = x 0 * x 0 := by
      simp [Matrix.mulVec, dotProduct]
    rw [h1]
    exact mul_self_pos.2 h0
  · norm_num [energy, Matrix.mulVec, dotProduct]

end

end InternalStrainRelaxation
```

```lean
#print axioms InternalStrainRelaxation.relaxedStiffness_isSymm
-- 'InternalStrainRelaxation.relaxedStiffness_isSymm' depends on axioms: [propext, Classical.choice, Quot.sound]
#print axioms InternalStrainRelaxation.relaxedStiffness_eq_iff
-- 'InternalStrainRelaxation.relaxedStiffness_eq_iff' depends on axioms: [propext, Classical.choice, Quot.sound]
#print axioms InternalStrainRelaxation.energy_pos_iff
-- 'InternalStrainRelaxation.energy_pos_iff' depends on axioms: [propext, Classical.choice, Quot.sound]
#print axioms InternalStrainRelaxation.clamped_stability_insufficient
-- 'InternalStrainRelaxation.clamped_stability_insufficient' depends on axioms: [propext, Classical.choice, Quot.sound]
```
